# Second-order weak-coupling limit for a nondegenerate ground state in finite dimension

For electrons on a finite lattice with a weak interaction of strength $s$, second-order perturbation theory gives the ground energy with an error of at most a constant times $|s|^3$ for small $s$, provided that the ground state without interaction is nondegenerate.

Let $H,W$ be Hermitian, let the $\psi_k$ form an orthonormal basis with $H\psi_k=\varepsilon_k\psi_k$, and let $\varepsilon_o<\varepsilon_k$ for $k\ne o$. With $w=\langle\psi_o,W\psi_o\rangle$, the ground energy $e(s)$ of $H+sW$ satisfies

$$\frac{e(s)-\varepsilon_o-sw}{s^2}\to E_2=-\sum_{k\ne o}\frac{|\langle\psi_k,W\psi_o\rangle|^2}{\varepsilon_k-\varepsilon_o}\quad(s\to0).$$

States are vectors in `V`; the label `o` replaces the usual 0.

In Lean 4 with Mathlib:

```lean
import Mathlib

open Filter Topology
open scoped InnerProductSpace ComplexConjugate

namespace WeakCoupling

noncomputable section

variable {V ι : Type*} [NormedAddCommGroup V] [InnerProductSpace ℂ V]
  [Fintype ι] [DecidableEq ι]
```

Ground energy is the infimum of $\langle Ax,x\rangle/\|x\|^2$ over $x\ne0$.

```lean
/-- The ground energy of `A`: the infimum over nonzero states of the real part of the Rayleigh
quotient (which is already real for Hermitian `A`). -/
def groundEnergy (A : V →L[ℂ] V) : ℝ :=
  ⨅ x : {x : V // x ≠ 0}, (⟪A (x : V), (x : V)⟫_ℂ).re / ‖(x : V)‖ ^ 2
```

Cauchy–Schwarz gives $|\langle Ax,x\rangle|\le\|A\|\|x\|^2$.

```lean
/-- The real part of `⟪A x, x⟫` is bounded in absolute value by the operator norm of `A` times the
squared norm of the state. -/
theorem abs_expectation_le (A : V →L[ℂ] V) (x : V) :
    |(⟪A x, x⟫_ℂ).re| ≤ ‖A‖ * ‖x‖ ^ 2 :=
  calc |(⟪A x, x⟫_ℂ).re| ≤ ‖⟪A x, x⟫_ℂ‖ := Complex.abs_re_le_norm _
    _ ≤ ‖A x‖ * ‖x‖ := norm_inner_le_norm _ _
    _ ≤ ‖A‖ * ‖x‖ * ‖x‖ := mul_le_mul_of_nonneg_right (A.le_opNorm x) (norm_nonneg x)
    _ = ‖A‖ * ‖x‖ ^ 2 := by ring
```

The infimum is therefore finite, and trial states bound it above.

```lean
/-- Variational principle: every nonzero trial state gives an upper bound on the
ground energy. -/
theorem groundEnergy_mul_le (A : V →L[ℂ] V) {x : V} (hx : x ≠ 0) :
    groundEnergy A * ‖x‖ ^ 2 ≤ (⟪A x, x⟫_ℂ).re := by
  have hb : BddBelow (Set.range fun x : {x : V // x ≠ 0} =>
      (⟪A (x : V), (x : V)⟫_ℂ).re / ‖(x : V)‖ ^ 2) := by
    refine ⟨-‖A‖, ?_⟩
    rintro _ ⟨⟨z, hz⟩, rfl⟩
    have hp : 0 < ‖z‖ ^ 2 := pow_pos (norm_pos_iff.mpr hz) 2
    change -‖A‖ ≤ (⟪A z, z⟫_ℂ).re / ‖z‖ ^ 2
    rw [le_div_iff₀ hp]
    linarith [(abs_le.mp (abs_expectation_le A z)).1]
  have h := ciInf_le hb ⟨x, hx⟩
  have h' : groundEnergy A ≤ (⟪A x, x⟫_ℂ).re / ‖x‖ ^ 2 := h
  exact (le_div_iff₀ (pow_pos (norm_pos_iff.mpr hx) 2)).mp h'
```

For Hermitian $A$ in finite dimension an eigenvector attains it, so it is the least eigenvalue.

```lean
/-- For a Hermitian operator on a nonzero finite-dimensional space the ground energy is the
smallest eigenvalue. -/
theorem groundEnergy_isLeast [FiniteDimensional ℂ V] [Nontrivial V] (A : V →L[ℂ] V)
    (hA : ∀ x y, ⟪A x, y⟫_ℂ = ⟪x, A y⟫_ℂ) :
    IsLeast {e : ℝ | ∃ x : V, x ≠ 0 ∧ A x = (e : ℂ) • x} (groundEnergy A) := by
  constructor
  · have hs : (A : V →ₗ[ℂ] V).IsSymmetric := fun x y => hA x y
    obtain ⟨x, hx⟩ := hs.hasEigenvalue_iInf_of_finiteDimensional.exists_hasEigenvector
    exact ⟨x, hx.2, hx.apply_eq_smul⟩
  · rintro e ⟨x, hx, he⟩
    have h := groundEnergy_mul_le A hx
    have hsq : (⟪x, x⟫_ℂ).re = ‖x‖ ^ 2 := inner_self_eq_norm_sq (𝕜 := ℂ) x
    rw [he, inner_smul_left, Complex.conj_ofReal, Complex.re_ofReal_mul, hsq] at h
    exact le_of_mul_le_mul_right h (pow_pos (norm_pos_iff.mpr hx) 2)
```

The first-order state is $\chi=-\sum_{k\ne o}\frac{\langle\psi_k,W\psi_o\rangle}{\varepsilon_k-\varepsilon_o}\psi_k$.

```lean
variable (ψ : OrthonormalBasis ι ℂ V) (ε : ι → ℝ) (o : ι) (W : V →L[ℂ] V)

/-- First-order correction to the state `ψ o`, for energies with `ε k ≠ ε o` when `k ≠ o`. -/
def firstOrderState : V :=
  -∑ k ∈ Finset.univ.erase o, (⟪ψ k, W (ψ o)⟫_ℂ / ((ε k - ε o : ℝ) : ℂ)) • ψ k
```

`secondOrderEnergy` is $E_2$.

```lean
/-- Second-order energy coefficient of the state `ψ o`, for energies with `ε k ≠ ε o`
when `k ≠ o`. -/
def secondOrderEnergy : ℝ :=
  -∑ k ∈ Finset.univ.erase o, ‖⟪ψ k, W (ψ o)⟫_ℂ‖ ^ 2 / (ε k - ε o)
```

Applying $H-\varepsilon_o$ cancels the denominators: $(H-\varepsilon_o)\chi=-(W-w)\psi_o$, with $\chi\perp\psi_o$.

```lean
variable {ψ ε o W} {H : V →L[ℂ] V}

/-- If `ψ` is an eigenbasis of `H` and `ε o` lies below all other energies, the first-order
state is orthogonal to `ψ o` and solves the first-order perturbation equation. -/
theorem first_order_equation (hH : ∀ k, H (ψ k) = (ε k : ℂ) • ψ k)
    (hgap : ∀ k, k ≠ o → ε o < ε k) :
    ⟪ψ o, firstOrderState ψ ε o W⟫_ℂ = 0 ∧
    H (firstOrderState ψ ε o W) + W (ψ o) =
      (ε o : ℂ) • firstOrderState ψ ε o W + ⟪ψ o, W (ψ o)⟫_ℂ • ψ o := by
  constructor
  · unfold firstOrderState
    rw [inner_neg_right, inner_sum, Finset.sum_eq_zero, neg_zero]
    intro k hk
    have h : ⟪ψ o, ψ k⟫_ℂ = 0 := ψ.orthonormal.2 (Finset.ne_of_mem_erase hk).symm
    rw [inner_smul_right, h, mul_zero]
  · -- expand `W (ψ o)` in the eigenbasis and split off the component along `ψ o`
    have hW := (Finset.add_sum_erase _ (fun k => ⟪ψ k, W (ψ o)⟫_ℂ • ψ k)
      (Finset.mem_univ o)).trans (ψ.sum_repr' (W (ψ o)))
    have key : H (firstOrderState ψ ε o W) - (ε o : ℂ) • firstOrderState ψ ε o W =
        -∑ k ∈ Finset.univ.erase o, ⟪ψ k, W (ψ o)⟫_ℂ • ψ k := by
      unfold firstOrderState
      rw [map_neg, map_sum, smul_neg, Finset.smul_sum, neg_sub_neg,
        ← Finset.sum_sub_distrib, ← Finset.sum_neg_distrib]
      refine Finset.sum_congr rfl fun k hk => ?_
      have hne : ((ε k - ε o : ℝ) : ℂ) ≠ 0 := Complex.ofReal_ne_zero.mpr
        (sub_pos.mpr (hgap k (Finset.ne_of_mem_erase hk))).ne'
      have hc := div_mul_cancel₀ ⟪ψ k, W (ψ o)⟫_ℂ hne
      rw [map_smul, hH, smul_smul, smul_smul, ← sub_smul, ← neg_smul]
      congr 1
      push_cast at hc ⊢
      linear_combination -hc
    linear_combination (norm := module) key - hW
```

Hermiticity gives $\langle\psi_o,W\chi\rangle=\langle W\psi_o,\chi\rangle=E_2$.

```lean
/-- For Hermitian `W`, the matrix element of `W` between `ψ o` and the first-order state is
the second-order energy coefficient. -/
theorem inner_firstOrderState (hW : ∀ x y, ⟪W x, y⟫_ℂ = ⟪x, W y⟫_ℂ) :
    ⟪ψ o, W (firstOrderState ψ ε o W)⟫_ℂ = (secondOrderEnergy ψ ε o W : ℂ) := by
  rw [← hW (ψ o) _]
  unfold firstOrderState secondOrderEnergy
  rw [inner_neg_right, inner_sum, Complex.ofReal_neg, Complex.ofReal_sum]
  congr 1
  refine Finset.sum_congr rfl fun k _ => ?_
  rw [inner_smul_right, ← inner_conj_symm (W (ψ o)) (ψ k), div_mul_eq_mul_div,
    Complex.mul_conj, Complex.normSq_eq_norm_sq, Complex.ofReal_div]
```

Let $\gamma>0$ be the lowest excitation energy (1 if there is none). For $y\perp\psi_o$, $\langle Hy,y\rangle=\sum_k\varepsilon_k|\langle\psi_k,y\rangle|^2\ge(\varepsilon_o+\gamma)\|y\|^2$.

```lean
/-- If `ψ` is an eigenbasis of `H` with energies `ε`, and `ε o` lies below all the others, then on
states orthogonal to `ψ o` the energy exceeds `ε o` by a positive gap. -/
theorem exists_gap (hH : ∀ k, H (ψ k) = (ε k : ℂ) • ψ k)
    (hgap : ∀ k, k ≠ o → ε o < ε k) :
    ∃ γ > 0, ∀ y, ⟪ψ o, y⟫_ℂ = 0 → (ε o + γ) * ‖y‖ ^ 2 ≤ (⟪H y, y⟫_ℂ).re := by
  obtain ⟨γ, hγ, hk⟩ : ∃ γ > 0, ∀ k, k ≠ o → ε o + γ ≤ ε k := by
    rcases (Finset.univ.erase o).eq_empty_or_nonempty with h | h
    · refine ⟨1, one_pos, fun k hk => ?_⟩
      have hm := Finset.mem_erase.mpr ⟨hk, Finset.mem_univ k⟩
      rw [h] at hm
      simp at hm
    · obtain ⟨j, hj, hmin⟩ := Finset.exists_min_image _ ε h
      refine ⟨ε j - ε o, sub_pos.mpr (hgap j (Finset.ne_of_mem_erase hj)), fun k hk => ?_⟩
      linarith [hmin k (Finset.mem_erase.mpr ⟨hk, Finset.mem_univ k⟩)]
  refine ⟨γ, hγ, fun y hy0 => ?_⟩
  have hy : H y = ∑ k, (⟪ψ k, y⟫_ℂ * (ε k : ℂ)) • ψ k := by
    conv_lhs => rw [← ψ.sum_repr' y]
    rw [map_sum]
    refine Finset.sum_congr rfl fun k _ => ?_
    rw [map_smul, hH, smul_smul]
  have hsum : ⟪H y, y⟫_ℂ = ((∑ k, ε k * ‖⟪ψ k, y⟫_ℂ‖ ^ 2 : ℝ) : ℂ) := by
    rw [hy, sum_inner, Complex.ofReal_sum]
    refine Finset.sum_congr rfl fun k _ => ?_
    rw [inner_smul_left, map_mul, Complex.conj_ofReal, Complex.ofReal_mul,
      ← Complex.normSq_eq_norm_sq, ← Complex.mul_conj]
    ring
  rw [hsum, Complex.ofReal_re, ← ψ.sum_sq_norm_inner_right y, Finset.mul_sum]
  refine Finset.sum_le_sum fun k _ => ?_
  by_cases h : k = o
  · rw [h, hy0]
    simp
  · exact mul_le_mul_of_nonneg_right (hk k h) (sq_nonneg _)
```

Let $A$ be Hermitian, $\|u\|=\langle u,\varphi\rangle=1$, $\rho=A\varphi-\lambda\varphi$, $\|\rho\|\le a$, $|\langle\rho,\varphi\rangle|\le b$, and $A\ge\lambda+g$ on $u^\perp$, $g>0$. Writing $x=c\varphi+y$ with $y\perp u$ and completing the square,

$$\langle Ax,x\rangle-\lambda\|x\|^2\ge-b|c|^2-2a|c|\|y\|+g\|y\|^2\ge-(b+a^2/g)|c|^2.$$

Since $|c|\le\|x\|$, this bounds the energy below. Above, $\varphi$ gives $\lambda+b$, because $\|\varphi\|\ge1$.

```lean
/-- Residual bound: let `A` be Hermitian, `u` a unit vector and `φ` a trial state with
`⟪u, φ⟫ = 1`. If `A` exceeds `lam` by `g > 0` on states orthogonal to `u`, the ground energy
differs from `lam` by at most `b + a ^ 2 / g`, where `a` bounds the residual `A φ - lam φ` and
`b` its overlap with `φ`. -/
theorem residual_bound {A : V →L[ℂ] V} (hA : ∀ x y, ⟪A x, y⟫_ℂ = ⟪x, A y⟫_ℂ)
    {u φ : V} {lam g a b : ℝ} (hu : ‖u‖ = 1) (hφ : ⟪u, φ⟫_ℂ = 1) (hg : 0 < g)
    (ha : ‖A φ - (lam : ℂ) • φ‖ ≤ a) (hb : ‖⟪A φ - (lam : ℂ) • φ, φ⟫_ℂ‖ ≤ b)
    (hy : ∀ y, ⟪u, y⟫_ℂ = 0 → (lam + g) * ‖y‖ ^ 2 ≤ (⟪A y, y⟫_ℂ).re) :
    |groundEnergy A - lam| ≤ b + a ^ 2 / g := by
  obtain ⟨ρ, hρ⟩ : ∃ ρ, ρ = A φ - (lam : ℂ) • φ := ⟨_, rfl⟩
  rw [← hρ] at ha hb
  have hAφ : A φ = (lam : ℂ) • φ + ρ := by rw [hρ]; abel
  have hb0 : 0 ≤ b := (norm_nonneg _).trans hb
  have hsq : ∀ z : V, (⟪z, z⟫_ℂ).re = ‖z‖ ^ 2 := fun z => inner_self_eq_norm_sq (𝕜 := ℂ) z
  have hφ1 : 1 ≤ ‖φ‖ := by
    have h := norm_inner_le_norm (𝕜 := ℂ) u φ
    rwa [hφ, hu, norm_one, one_mul] at h
  have hφ0 : φ ≠ 0 := norm_pos_iff.mp (by linarith)
  obtain ⟨d, hd⟩ : ∃ d, a = g * d := ⟨a / g, by field_simp⟩
  obtain ⟨q, hq⟩ : ∃ q, q = a ^ 2 / g := ⟨_, rfl⟩
  have hqd : q = g * d ^ 2 := by
    rw [hq, div_eq_iff hg.ne', hd]; ring
  have hq0 : 0 ≤ q := by rw [hqd]; positivity
  rw [← hq, abs_le]
  constructor
  · have : Nonempty {x : V // x ≠ 0} := ⟨⟨φ, hφ0⟩⟩
    have h : lam - (b + q) ≤ groundEnergy A := by
      unfold groundEnergy
      refine le_ciInf ?_
      rintro ⟨x, hx⟩
      change lam - (b + q) ≤ (⟪A x, x⟫_ℂ).re / ‖x‖ ^ 2
      rw [le_div_iff₀ (pow_pos (norm_pos_iff.mpr hx) 2)]
      -- split the state into a multiple of `φ` and a part orthogonal to `u`
      obtain ⟨c, hc⟩ : ∃ c, c = ⟪u, x⟫_ℂ := ⟨_, rfl⟩
      obtain ⟨y, hyd⟩ : ∃ y, y = x - c • φ := ⟨_, rfl⟩
      have hxy : x = c • φ + y := by rw [hyd]; abel
      have huy : ⟪u, y⟫_ℂ = 0 := by
        rw [hyd, inner_sub_right, inner_smul_right, hφ, ← hc]; ring
      have h1 : ⟪A y, φ⟫_ℂ = lam * ⟪y, φ⟫_ℂ + ⟪y, ρ⟫_ℂ := by
        rw [hA, hAφ, inner_add_right, inner_smul_right]
      have hexp : ⟪A x, x⟫_ℂ = lam * ⟪x, x⟫_ℂ + conj c * c * ⟪ρ, φ⟫_ℂ + conj c * ⟪ρ, y⟫_ℂ
          + c * ⟪y, ρ⟫_ℂ + (⟪A y, y⟫_ℂ - lam * ⟪y, y⟫_ℂ) := by
        rw [hxy]
        simp only [map_add, map_smul, hAφ, inner_add_left, inner_add_right, inner_smul_left,
          inner_smul_right, smul_add, Complex.conj_ofReal, h1]
        ring
      have hr := congrArg Complex.re hexp
      simp only [Complex.add_re, Complex.sub_re, Complex.re_ofReal_mul, hsq] at hr
      have hρy : ‖⟪ρ, y⟫_ℂ‖ ≤ a * ‖y‖ :=
        (norm_inner_le_norm _ _).trans (mul_le_mul_of_nonneg_right ha (norm_nonneg _))
      have n1 : ‖conj c * c * ⟪ρ, φ⟫_ℂ‖ ≤ ‖c‖ ^ 2 * b := by
        rw [norm_mul, norm_mul, RCLike.norm_conj, ← sq]
        exact mul_le_mul_of_nonneg_left hb (sq_nonneg _)
      have n2 : ‖conj c * ⟪ρ, y⟫_ℂ‖ ≤ ‖c‖ * (a * ‖y‖) := by
        rw [norm_mul, RCLike.norm_conj]
        exact mul_le_mul_of_nonneg_left hρy (norm_nonneg _)
      have n3 : ‖c * ⟪y, ρ⟫_ℂ‖ ≤ ‖c‖ * (a * ‖y‖) := by
        rw [norm_mul, norm_inner_symm]
        exact mul_le_mul_of_nonneg_left hρy (norm_nonneg _)
      have m1 := (abs_le.mp (Complex.abs_re_le_norm (conj c * c * ⟪ρ, φ⟫_ℂ))).1
      have m2 := (abs_le.mp (Complex.abs_re_le_norm (conj c * ⟪ρ, y⟫_ℂ))).1
      have m3 := (abs_le.mp (Complex.abs_re_le_norm (c * ⟪y, ρ⟫_ℂ))).1
      have hcx : ‖c‖ ≤ ‖x‖ := by
        have h := norm_inner_le_norm (𝕜 := ℂ) u x
        rwa [hu, one_mul, ← hc] at h
      have nc := mul_le_mul_of_nonneg_right (pow_le_pow_left₀ (norm_nonneg c) hcx 2)
        (add_nonneg hb0 hq0)
      -- complete the square in the norm of the orthogonal part
      have hs : 0 ≤ g * ‖y‖ ^ 2 - 2 * (‖c‖ * (a * ‖y‖)) + ‖c‖ ^ 2 * q := by
        rw [hqd, hd]
        linarith [mul_nonneg hg.le (sq_nonneg (‖y‖ - ‖c‖ * d))]
      linarith [hy y huy]
    linarith
  · have h := groundEnergy_mul_le A hφ0
    rw [hAφ, inner_add_left, Complex.add_re, inner_smul_left, Complex.conj_ofReal,
      Complex.re_ofReal_mul, hsq] at h
    have h2 := ((le_abs_self _).trans (Complex.abs_re_le_norm ⟪ρ, φ⟫_ℂ)).trans hb
    have h3 : 1 ≤ ‖φ‖ ^ 2 := by nlinarith
    by_contra hcon
    have h4 : b + q < groundEnergy A - lam := not_le.mp hcon
    have h5 : 0 ≤ groundEnergy A - lam := by linarith
    linarith [mul_nonneg h5 (sub_nonneg.mpr h3)]
```

Take $\varphi=\psi_o+s\chi$ and $\lambda=\varepsilon_o+sw+s^2E_2$. The residual is $s^2r$, where $r=(W-w)\chi-E_2\psi_o-sE_2\chi$ is orthogonal to $\psi_o$. Hence $a=O(s^2)$ and $b=O(|s|^3)$; small $s$ preserves a gap $g=\gamma/2$, so the error is $O(|s|^3)$.

The residual identity is checked by `linear_combination (norm := module)`: it subtracts $s$ times the first-order equation, then `module` compares the scalar coefficients of the vectors.

```lean
/-- For Hermitian `H`, `W` and a nondegenerate lowest level `ε o` of `H`, second-order
perturbation theory gives the ground energy of `H + s W` up to an error of order `|s| ^ 3`. -/
theorem second_order_remainder (hH : ∀ k, H (ψ k) = (ε k : ℂ) • ψ k)
    (hgap : ∀ k, k ≠ o → ε o < ε k) (hHs : ∀ x y, ⟪H x, y⟫_ℂ = ⟪x, H y⟫_ℂ)
    (hW : ∀ x y, ⟪W x, y⟫_ℂ = ⟪x, W y⟫_ℂ) :
    ∃ C δ : ℝ, 0 < δ ∧ ∀ s : ℝ, |s| ≤ δ →
      |groundEnergy (H + (s : ℂ) • W) - (ε o + s * (⟪ψ o, W (ψ o)⟫_ℂ).re
        + s ^ 2 * secondOrderEnergy ψ ε o W)| ≤ C * |s| ^ 3 := by
  obtain ⟨γ, hγ, hform⟩ := exists_gap hH hgap
  obtain ⟨h2, h1⟩ := first_order_equation (W := W) hH hgap
  have h3 := inner_firstOrderState (ψ := ψ) (ε := ε) (o := o) hW
  have hwc : ((⟪ψ o, W (ψ o)⟫_ℂ).re : ℂ) = ⟪ψ o, W (ψ o)⟫_ℂ :=
    Complex.conj_eq_iff_re.mp (by rw [inner_conj_symm, hW])
  rw [← hwc] at h1
  generalize firstOrderState ψ ε o W = χ at h1 h2 h3
  generalize secondOrderEnergy ψ ε o W = e at h3 ⊢
  generalize (⟪ψ o, W (ψ o)⟫_ℂ).re = w at h1 ⊢
  have hn : ‖ψ o‖ = 1 := ψ.orthonormal.1 o
  have hoo : ⟪ψ o, ψ o⟫_ℂ = 1 := by
    rw [inner_self_eq_norm_sq_to_K, hn]; simp
  obtain ⟨R, hR⟩ : ∃ R, R = ‖W χ - (w : ℂ) • χ - (e : ℂ) • ψ o‖ + |e| * ‖χ‖ := ⟨_, rfl⟩
  have hM : 0 < ‖W‖ + |w| + |e| + 1 := by positivity
  refine ⟨R * ‖χ‖ + R ^ 2 / (γ / 2), min 1 (γ / 2 / (‖W‖ + |w| + |e| + 1)),
    lt_min one_pos (div_pos (half_pos hγ) hM), fun s hs => ?_⟩
  have hs1 : |s| ≤ 1 := hs.trans (min_le_left _ _)
  have hs2 := (le_div_iff₀ hM).mp (hs.trans (min_le_right _ _))
  have hAx : ∀ x, (H + (s : ℂ) • W) x = H x + (s : ℂ) • W x := fun x => rfl
  -- the trial state `ψ o + s χ` has a residual of second order, orthogonal to `ψ o`
  obtain ⟨r, hr⟩ : ∃ r, r = W χ - (w : ℂ) • χ - (e : ℂ) • ψ o - ((s : ℂ) * (e : ℂ)) • χ :=
    ⟨_, rfl⟩
  have hres : (H + (s : ℂ) • W) (ψ o + (s : ℂ) • χ)
      - ((ε o + s * w + s ^ 2 * e : ℝ) : ℂ) • (ψ o + (s : ℂ) • χ) = ((s : ℂ) ^ 2) • r := by
    rw [hr]
    simp only [hAx, map_add, map_smul, hH]
    push_cast
    linear_combination (norm := module) (s : ℂ) • h1
  have hr0 : ⟪r, ψ o⟫_ℂ = 0 := by
    refine inner_eq_zero_symm.mp ?_
    rw [hr]
    simp only [inner_sub_right, inner_smul_right, h2, h3, hoo]
    ring
  have hrR : ‖r‖ ≤ R := by
    rw [hr, hR]
    refine (norm_sub_le _ _).trans (add_le_add le_rfl ?_)
    simp only [norm_smul, norm_mul, Complex.norm_real, Real.norm_eq_abs]
    exact mul_le_mul_of_nonneg_right (mul_le_of_le_one_left (abs_nonneg _) hs1)
      (norm_nonneg _)
  have main := residual_bound (A := H + (s : ℂ) • W) (u := ψ o) (φ := ψ o + (s : ℂ) • χ)
    (lam := ε o + s * w + s ^ 2 * e) (g := γ / 2) (a := |s| ^ 2 * R)
    (b := |s| ^ 2 * (|s| * (R * ‖χ‖)))
    (by
      intro x y
      rw [hAx, hAx, inner_add_left, inner_add_right, inner_smul_left, inner_smul_right,
        Complex.conj_ofReal, hHs, hW])
    hn (by rw [inner_add_right, inner_smul_right, h2, hoo]; ring) (half_pos hγ)
    (by
      rw [hres, norm_smul, norm_pow, Complex.norm_real, Real.norm_eq_abs]
      exact mul_le_mul_of_nonneg_left hrR (by positivity))
    (by
      rw [hres, inner_smul_left, inner_add_right, hr0, zero_add, inner_smul_right, norm_mul,
        norm_mul, RCLike.norm_conj, norm_pow, Complex.norm_real, Real.norm_eq_abs]
      have hi : ‖⟪r, χ⟫_ℂ‖ ≤ R * ‖χ‖ :=
        (norm_inner_le_norm _ _).trans (mul_le_mul_of_nonneg_right hrR (norm_nonneg _))
      exact mul_le_mul_of_nonneg_left (mul_le_mul_of_nonneg_left hi (abs_nonneg s))
        (by positivity))
    (by
      -- a weak perturbation leaves at least half of the gap
      intro y hy
      rw [hAx, inner_add_left, Complex.add_re, inner_smul_left, Complex.conj_ofReal,
        Complex.re_ofReal_mul]
      have f2 := mul_le_mul_of_nonneg_left (abs_expectation_le W y) (abs_nonneg s)
      have f3 := neg_abs_le (s * (⟪W y, y⟫_ℂ).re)
      rw [abs_mul] at f3
      have g1 : s * w ≤ |s| * |w| := (le_abs_self _).trans_eq (abs_mul _ _)
      have g2 : s ^ 2 ≤ |s| := by
        rw [← sq_abs]; nlinarith [abs_nonneg s]
      have g3 : s ^ 2 * e ≤ |s| * |e| :=
        (mul_le_mul_of_nonneg_left (le_abs_self e) (sq_nonneg s)).trans
          (mul_le_mul_of_nonneg_right g2 (abs_nonneg e))
      have f4 : s * w + s ^ 2 * e + |s| * ‖W‖ ≤ γ / 2 := by linarith [abs_nonneg s]
      have f5 := mul_le_mul_of_nonneg_right f4 (sq_nonneg ‖y‖)
      linarith [hform y hy])
  have hp : |s| ^ 4 ≤ |s| ^ 3 := pow_le_pow_of_le_one (abs_nonneg s) hs1 (by norm_num)
  have hQ : 0 ≤ R ^ 2 / (γ / 2) := by positivity
  calc _ ≤ |s| ^ 2 * (|s| * (R * ‖χ‖)) + (|s| ^ 2 * R) ^ 2 / (γ / 2) := main
    _ = R * ‖χ‖ * |s| ^ 3 + R ^ 2 / (γ / 2) * |s| ^ 4 := by ring
    _ ≤ R * ‖χ‖ * |s| ^ 3 + R ^ 2 / (γ / 2) * |s| ^ 3 :=
      add_le_add le_rfl (mul_le_mul_of_nonneg_left hp hQ)
    _ = (R * ‖χ‖ + R ^ 2 / (γ / 2)) * |s| ^ 3 := by ring
```

Setting $s=0$ gives $e(0)=\varepsilon_o$.

```lean
/-- If `ε o` lies below all other energies of the Hermitian operator `H`, it is the ground
energy of `H`. -/
theorem groundEnergy_unperturbed (hH : ∀ k, H (ψ k) = (ε k : ℂ) • ψ k)
    (hgap : ∀ k, k ≠ o → ε o < ε k) (hHs : ∀ x y, ⟪H x, y⟫_ℂ = ⟪x, H y⟫_ℂ) :
    groundEnergy H = ε o := by
  obtain ⟨C, δ, hδ, hC⟩ := second_order_remainder (W := H) hH hgap hHs hHs
  have h := hC 0 (by simpa using hδ.le)
  have h' : |groundEnergy H - ε o| ≤ 0 := by simpa using h
  exact sub_eq_zero.mp (abs_nonpos_iff.mp h')
```

Dividing by $s^2$ leaves an error of at most $C|s|$. Below, `hH` supplies the eigenbasis, `hgap` the nondegenerate ground level, `hHs` and `hW` Hermiticity; `𝓝[≠] 0` means $s\to0$ with $s\ne0$.

```lean
/-- Second-order weak-coupling limit: for Hermitian `H`, `W` and a nondegenerate lowest level
`ε o` of `H`, the ground energy of `H + s W` minus its zeroth- and first-order parts, divided
by `s ^ 2`, tends to the second-order perturbation sum as `s` tends to zero. -/
theorem weak_coupling_limit (hH : ∀ k, H (ψ k) = (ε k : ℂ) • ψ k)
    (hgap : ∀ k, k ≠ o → ε o < ε k) (hHs : ∀ x y, ⟪H x, y⟫_ℂ = ⟪x, H y⟫_ℂ)
    (hW : ∀ x y, ⟪W x, y⟫_ℂ = ⟪x, W y⟫_ℂ) :
    Tendsto (fun s : ℝ => (groundEnergy (H + (s : ℂ) • W) - ε o
        - s * (⟪ψ o, W (ψ o)⟫_ℂ).re) / s ^ 2) (𝓝[≠] 0)
      (𝓝 (-∑ k ∈ Finset.univ.erase o, ‖⟪ψ k, W (ψ o)⟫_ℂ‖ ^ 2 / (ε k - ε o))) := by
  obtain ⟨C, δ, hδ, hC⟩ := second_order_remainder hH hgap hHs hW
  change Tendsto _ _ (𝓝 (secondOrderEnergy ψ ε o W))
  have hcont : Continuous fun s : ℝ => C * |s| := by fun_prop
  have hlim : Tendsto (fun s : ℝ => C * |s|) (𝓝[≠] 0) (𝓝 0) := by
    have h : Tendsto (fun s : ℝ => C * |s|) (𝓝 0) (𝓝 0) := by simpa using hcont.tendsto 0
    exact h.mono_left nhdsWithin_le_nhds
  rw [tendsto_iff_norm_sub_tendsto_zero]
  refine squeeze_zero' (Eventually.of_forall fun s => norm_nonneg _) ?_ hlim
  filter_upwards [self_mem_nhdsWithin,
    nhdsWithin_le_nhds (Metric.closedBall_mem_nhds (0 : ℝ) hδ)] with s hs0 hsδ
  have hs : s ≠ 0 := hs0
  have hs2 : s ^ 2 ≠ 0 := pow_ne_zero 2 hs
  have hb := hC s (by simpa using hsδ)
  have he : (groundEnergy (H + (s : ℂ) • W) - ε o - s * (⟪ψ o, W (ψ o)⟫_ℂ).re) / s ^ 2
      - secondOrderEnergy ψ ε o W = (groundEnergy (H + (s : ℂ) • W)
        - (ε o + s * (⟪ψ o, W (ψ o)⟫_ℂ).re + s ^ 2 * secondOrderEnergy ψ ε o W)) / s ^ 2 := by
    rw [eq_div_iff hs2, sub_mul, div_mul_cancel₀ _ hs2]
    ring
  rw [he, Real.norm_eq_abs, abs_div, abs_of_nonneg (sq_nonneg s), div_le_iff₀ (by positivity)]
  calc _ ≤ C * |s| ^ 3 := hb
    _ = C * |s| * s ^ 2 := by rw [← sq_abs s]; ring

end

end WeakCoupling
```

```lean
#print axioms WeakCoupling.groundEnergy_isLeast
-- 'WeakCoupling.groundEnergy_isLeast' depends on axioms: [propext, Classical.choice, Quot.sound]
#print axioms WeakCoupling.groundEnergy_unperturbed
-- 'WeakCoupling.groundEnergy_unperturbed' depends on axioms: [propext, Classical.choice, Quot.sound]
#print axioms WeakCoupling.weak_coupling_limit
-- 'WeakCoupling.weak_coupling_limit' depends on axioms: [propext, Classical.choice, Quot.sound]
```

Weakening `hgap` to $\varepsilon_o\le\varepsilon_k$ breaks the limit: for $H=0$, $W=\sigma_x$ on $\mathbb C^2$ and $\psi_o=(1,0)$, $e(s)=-|s|$ and $w=0$, so the quotient is $-1/|s|$.

For electrons on a finite lattice, with non-interacting $H$ whose ground state is nondegenerate and interaction $W$, $s^2E_2$ is the second-order correction to the energy at fixed external potential. Density functional theory's fixed-density path is different: its potential in general varies with $s$.
